# Laplace's equation for order-zero Hermite Coulomb integrals in the point-charge limit

Let $(X,Y,Z)$ be the vector from a point charge to the centre of a Gaussian charge distribution with exponent $p$, and let $r^2=X^2+Y^2+Z^2$. The Hermite Coulomb integrals are

$$R^n_{tuv}=\partial_X^t\,\partial_Y^u\,\partial_Z^v\left[(-2p)^nF_n(pr^2)\right],\qquad F_n(x)=\int_0^1\tau^{2n}e^{-x\tau^2}\,d\tau .$$

Here $t,u,v$ are the Hermite indices, $n$ is the auxiliary order and $F_n$ is the Boys function. The entries $R^n_{000}$ are called seeds. Since $F_n'=-F_{n+1}$, we have $\partial_XR^n_{000}=X R^{n+1}_{000}$, and further differentiation gives the McMurchie–Davidson recurrence

$$R^n_{t+1,u,v}=t\,R^{n+1}_{t-1,u,v}+X R^{n+1}_{tuv},$$

where the first term is absent for $t=0$. The same holds for $u$ with $Y$ and for $v$ with $Z$.

Integration by parts in $F_n$ relates successive seeds:

$$(2n+1)R^n_{000}=-r^2R^{n+1}_{000}+(-2p)^ne^{-pr^2}.$$

The exponential comes from the finite width of the Gaussian. In the point-charge limit, $p\to\infty$ at fixed $r\neq0$, it becomes negligible beside the other terms and is dropped:

$$(2n+1)R^n_{000}=-r^2R^{n+1}_{000}.\tag{1}$$

## The trace rule at every auxiliary order

If a real table $R^n_{tuv}$ obeys the three recurrences and (1), then for all natural numbers $n,t,u,v$

$$R^n_{t+2,u,v}+R^n_{t,u+2,v}+R^n_{t,u,v+2}=-2n\,R^{n+1}_{tuv}.\tag{2}$$

At $n=0$ the right side vanishes. For $r\neq0$ this is Laplace's equation for the potential of a point charge, together with all its Cartesian derivatives.

## Far-range integrals and field gradients

Nuclear-attraction and electron-repulsion codes of McMurchie–Davidson type build $R^0_{tuv}$ from the seeds. For electron repulsion, $(X,Y,Z)$ joins the centres of two Gaussian distributions with exponents $p_1$ and $p_2$, and $p$ stands for $p_1p_2/(p_1+p_2)$. For large $pr^2$ such a code may replace the Boys function by its leading asymptotic form,

$$F_n(x)\approx\frac{(2n-1)!!}{2^{n+1}}\sqrt{\frac{\pi}{x^{2n+1}}},$$

with $(-1)!!=1$. The resulting seeds satisfy (1), so in this branch, where charge penetration is neglected, the order-zero table must be traceless up to rounding. A larger residual points to inconsistent seeds or to a fault in the recurrences.

The same rule lets a code obtain one diagonal component of a point-charge field gradient from the other two. It must not be imposed at short range: for a finite exponent, the trace at $t=u=v=0$ is $-2pe^{-pr^2}$.

## From Euler's relation to the trace

The intermediate result is Euler's homogeneity relation,

$$X R^n_{t+1,u,v}+Y R^n_{t,u+1,v}+Z R^n_{t,u,v+1}=-(2n+1+t+u+v)R^n_{tuv}.\tag{3}$$

It is proved by induction on $t+u+v$, for all $n$ at once.

At $t=u=v=0$, the recurrences turn the left side into $(X^2+Y^2+Z^2)R^{n+1}_{000}$, which is $-(2n+1)R^n_{000}$ by (1).

For indices $(1,u,v)$, lower the first index in each term. The left side becomes

$$X R^{n+1}_{0uv}+X\left[X R^{n+1}_{1uv}+Y R^{n+1}_{0,u+1,v}+Z R^{n+1}_{0,u,v+1}\right].$$

By (3) at order $n+1$, the bracket is $-(2n+3+u+v)R^{n+1}_{0uv}$. The total is $-(2n+2+u+v)X R^{n+1}_{0uv}$, and $X R^{n+1}_{0uv}=R^n_{1uv}$.

For indices $(t+2,u,v)$, put $N=t+u+v$. The three terms are

$$\begin{aligned}
X R^n_{t+3,u,v}&=X\left[(t+2)R^{n+1}_{t+1,u,v}+X R^{n+1}_{t+2,u,v}\right],\\
Y R^n_{t+2,u+1,v}&=Y\left[(t+1)R^{n+1}_{t,u+1,v}+X R^{n+1}_{t+1,u+1,v}\right],\\
Z R^n_{t+2,u,v+1}&=Z\left[(t+1)R^{n+1}_{t,u,v+1}+X R^{n+1}_{t+1,u,v+1}\right].
\end{aligned}$$

Split $t+2$ into $1+(t+1)$ in the first line and add. One group is $X$ times the left side of (3) at $(t+1,u,v)$, and another is $t+1$ times that at $(t,u,v)$, both at order $n+1$. Hence the sum is

$$\begin{aligned}
&X R^{n+1}_{t+1,u,v}-(2n+4+N)X R^{n+1}_{t+1,u,v}-(t+1)(2n+3+N)R^{n+1}_{tuv}\\
&\quad=-(2n+3+N)\left[X R^{n+1}_{t+1,u,v}+(t+1)R^{n+1}_{tuv}\right]\\
&\quad=-(2n+3+N)R^n_{t+2,u,v}.
\end{aligned}$$

If the first index is zero, the same argument lowers the second; if the first two are zero, it lowers the third. This proves (3).

For (2), expand each second-order term once:

$$\begin{aligned}
&R^n_{t+2,u,v}+R^n_{t,u+2,v}+R^n_{t,u,v+2}\\
&\quad=(t+u+v+3)R^{n+1}_{tuv}+X R^{n+1}_{t+1,u,v}+Y R^{n+1}_{t,u+1,v}+Z R^{n+1}_{t,u,v+1}\\
&\quad=(t+u+v+3)R^{n+1}_{tuv}-(2n+3+t+u+v)R^{n+1}_{tuv}\\
&\quad=-2n\,R^{n+1}_{tuv}.
\end{aligned}$$

At zero Hermite indices, the recurrences alone give the trace $3R^{n+1}_{000}+r^2R^{n+2}_{000}$. It equals $-2nR^{n+1}_{000}$ exactly when $(2n+3)R^{n+1}_{000}=-r^2R^{n+2}_{000}$, which is (1) one order higher.

For a single diagonal component, $R^0_{200}=R^1_{000}+X^2R^2_{000}$. Relation (1) gives $r^2R^1_{000}=-R^0_{000}$ and $r^4R^2_{000}=3R^0_{000}$, so $r^4R^0_{200}=(3X^2-r^2)R^0_{000}$.

## Lean source

```lean
import Mathlib

namespace HermiteCoulombPointCharge

noncomputable section

/-- The McMurchie-Davidson recurrences for auxiliary Hermite Coulomb integrals `R n t u v`
at separation `(X, Y, Z)`: each Hermite index is lowered at the cost of raising `n`. -/
structure HermiteRecurrence (X Y Z : ℝ) (R : ℕ → ℕ → ℕ → ℕ → ℝ) : Prop where
  x_one : ∀ n u v, R n 1 u v = X * R (n + 1) 0 u v
  x_step : ∀ n t u v,
    R n (t + 2) u v = ((t : ℝ) + 1) * R (n + 1) t u v + X * R (n + 1) (t + 1) u v
  y_one : ∀ n t v, R n t 1 v = Y * R (n + 1) t 0 v
  y_step : ∀ n t u v,
    R n t (u + 2) v = ((u : ℝ) + 1) * R (n + 1) t u v + Y * R (n + 1) t (u + 1) v
  z_one : ∀ n t u, R n t u 1 = Z * R (n + 1) t u 0
  z_step : ∀ n t u v,
    R n t u (v + 2) = ((v : ℝ) + 1) * R (n + 1) t u v + Z * R (n + 1) t u (v + 1)

/-- The relation between successive seeds `R n 0 0 0` in the point-charge limit. -/
def PointChargeSeeds (X Y Z : ℝ) (R : ℕ → ℕ → ℕ → ℕ → ℝ) : Prop :=
  ∀ n : ℕ, (2 * (n : ℝ) + 1) * R n 0 0 0 = -(X ^ 2 + Y ^ 2 + Z ^ 2) * R (n + 1) 0 0 0

variable {X Y Z : ℝ} {R : ℕ → ℕ → ℕ → ℕ → ℝ}

/-- Euler's homogeneity relation: for integrals obeying the Hermite recurrences with
point-charge seeds, contracting the raised indices with the separation returns the
integral times `-(2n + 1 + t + u + v)`. -/
theorem euler_relation (h : HermiteRecurrence X Y Z R) (hp : PointChargeSeeds X Y Z R) :
    ∀ t u v n : ℕ, X * R n (t + 1) u v + Y * R n t (u + 1) v + Z * R n t u (v + 1)
      = -(2 * (n : ℝ) + 1 + t + u + v) * R n t u v
  | 0, 0, 0, n => by
    have e := hp n
    push_cast
    linear_combination X * h.x_one n 0 0 + Y * h.y_one n 0 0 + Z * h.z_one n 0 0 + e
  | 0, 0, 1, n => by
    have i := euler_relation h hp 0 0 0 (n + 1)
    have a := h.z_step n 0 0 0
    push_cast at i a ⊢
    linear_combination X * h.z_one n 1 0 + Y * h.z_one n 0 1 + Z * a
      + (2 * (n : ℝ) + 2) * h.z_one n 0 0 + Z * i
  | 0, 0, v + 2, n => by
    have i := euler_relation h hp 0 0 v (n + 1)
    have j := euler_relation h hp 0 0 (v + 1) (n + 1)
    have a := h.z_step n 0 0 (v + 1)
    push_cast at i j a ⊢
    linear_combination X * h.z_step n 1 0 v + Y * h.z_step n 0 1 v + Z * a
      + (2 * (n : ℝ) + 3 + v) * h.z_step n 0 0 v + Z * j + ((v : ℝ) + 1) * i
  | 0, 1, v, n => by
    have i := euler_relation h hp 0 0 v (n + 1)
    have a := h.y_step n 0 0 v
    push_cast at i a ⊢
    linear_combination X * h.y_one n 1 v + Y * a + Z * h.y_one n 0 (v + 1)
      + (2 * (n : ℝ) + 2 + v) * h.y_one n 0 v + Y * i
  | 0, u + 2, v, n => by
    have i := euler_relation h hp 0 u v (n + 1)
    have j := euler_relation h hp 0 (u + 1) v (n + 1)
    have a := h.y_step n 0 (u + 1) v
    push_cast at i j a ⊢
    linear_combination X * h.y_step n 1 u v + Y * a + Z * h.y_step n 0 u (v + 1)
      + (2 * (n : ℝ) + 3 + u + v) * h.y_step n 0 u v + Y * j + ((u : ℝ) + 1) * i
  | 1, u, v, n => by
    have i := euler_relation h hp 0 u v (n + 1)
    have a := h.x_step n 0 u v
    push_cast at i a ⊢
    linear_combination X * a + Y * h.x_one n (u + 1) v + Z * h.x_one n u (v + 1)
      + (2 * (n : ℝ) + 2 + u + v) * h.x_one n u v + X * i
  | t + 2, u, v, n => by
    have i := euler_relation h hp t u v (n + 1)
    have j := euler_relation h hp (t + 1) u v (n + 1)
    have a := h.x_step n (t + 1) u v
    push_cast at i j a ⊢
    linear_combination X * a + Y * h.x_step n t (u + 1) v + Z * h.x_step n t u (v + 1)
      + (2 * (n : ℝ) + 3 + t + u + v) * h.x_step n t u v + X * j + ((t : ℝ) + 1) * i
termination_by t u v _ => t + u + v

/-- For the Hermite recurrences with point-charge seeds, the Laplacian combination at
auxiliary order `n` equals `-2n` times the integral of order `n + 1`. -/
theorem laplacian_ladder (h : HermiteRecurrence X Y Z R) (hp : PointChargeSeeds X Y Z R)
    (n t u v : ℕ) :
    R n (t + 2) u v + R n t (u + 2) v + R n t u (v + 2)
      = -(2 * (n : ℝ)) * R (n + 1) t u v := by
  have e := euler_relation h hp t u v (n + 1)
  push_cast at e
  linear_combination h.x_step n t u v + h.y_step n t u v + h.z_step n t u v + e

/-- Laplace's equation for Hermite Coulomb integrals: under the Hermite recurrences with
point-charge seeds, the integrals of auxiliary order zero are traceless. -/
theorem laplace_equation (h : HermiteRecurrence X Y Z R) (hp : PointChargeSeeds X Y Z R)
    (t u v : ℕ) : R 0 (t + 2) u v + R 0 t (u + 2) v + R 0 t u (v + 2) = 0 := by
  simpa using laplacian_ladder h hp 0 t u v

/-- Under the Hermite recurrences alone, the Laplacian rule for the seed of order `n` is
equivalent to the point-charge relation between the seeds of orders `n + 1` and `n + 2`. -/
theorem laplacian_iff_seed_relation (h : HermiteRecurrence X Y Z R) (n : ℕ) :
    R n 2 0 0 + R n 0 2 0 + R n 0 0 2 = -(2 * (n : ℝ)) * R (n + 1) 0 0 0 ↔
      (2 * (n : ℝ) + 3) * R (n + 1) 0 0 0
        = -(X ^ 2 + Y ^ 2 + Z ^ 2) * R (n + 2) 0 0 0 := by
  have a := h.x_step n 0 0 0
  have b := h.y_step n 0 0 0
  have c := h.z_step n 0 0 0
  have a' := h.x_one (n + 1) 0 0
  have b' := h.y_one (n + 1) 0 0
  have c' := h.z_one (n + 1) 0 0
  push_cast at a b c
  constructor <;> intro e
  · linear_combination e - a - b - c - X * a' - Y * b' - Z * c'
  · linear_combination e + a + b + c + X * a' + Y * b' + Z * c'

/-- The diagonal field-gradient integral: with the Hermite recurrences and point-charge
seeds, `r⁴ R 0 2 0 0 = (3X² - r²) R 0 0 0 0`, where `r² = X² + Y² + Z²`. -/
theorem field_gradient_xx (h : HermiteRecurrence X Y Z R) (hp : PointChargeSeeds X Y Z R) :
    (X ^ 2 + Y ^ 2 + Z ^ 2) ^ 2 * R 0 2 0 0
      = (3 * X ^ 2 - (X ^ 2 + Y ^ 2 + Z ^ 2)) * R 0 0 0 0 := by
  have a := h.x_step 0 0 0 0
  have b := h.x_one 1 0 0
  have p := hp 0
  have q := hp 1
  push_cast at a p q
  linear_combination (X ^ 2 + Y ^ 2 + Z ^ 2) ^ 2 * (a + X * b)
    + (X ^ 2 + Y ^ 2 + Z ^ 2 - 3 * X ^ 2) * p + X ^ 2 * (X ^ 2 + Y ^ 2 + Z ^ 2) * q

/-- The operator that raises the auxiliary order of a sequence of seeds by one. -/
def raise : Module.End ℝ (ℕ → ℝ) := LinearMap.funLeft ℝ ℝ Nat.succ

/-- The polynomial in the raising operator that generates one Hermite index along an axis
with separation `x`. -/
def hermPoly (x : ℝ) : ℕ → Polynomial ℝ
  | 0 => 1
  | 1 => Polynomial.X * (Polynomial.C x * 1)
  | t + 2 => Polynomial.X *
      (Polynomial.C ((t : ℝ) + 1) * hermPoly x t + Polynomial.C x * hermPoly x (t + 1))

/-- Point-charge seeds at squared distance `s > 0`, starting from the Coulomb potential
`1/√s`. -/
def seed (s : ℝ) : ℕ → ℝ
  | 0 => 1 / √s
  | n + 1 => -(2 * (n : ℝ) + 1) / s * seed s n

/-- Explicit point-charge Hermite integrals at a nonzero separation `(X, Y, Z)`, built by
applying the three index polynomials to the seeds. -/
def pointChargeR (X Y Z : ℝ) (n t u v : ℕ) : ℝ :=
  Polynomial.aeval raise (hermPoly X t * hermPoly Y u * hermPoly Z v)
    (seed (X ^ 2 + Y ^ 2 + Z ^ 2)) n

/-- A polynomial with one factor of the raising operator acts on seeds by evaluating the
remaining linear combination at the next auxiliary order. -/
theorem raise_step {a b : ℝ} {p q w : Polynomial ℝ} {f : ℕ → ℝ} {n : ℕ}
    (hw : w = Polynomial.X * (Polynomial.C a * p + Polynomial.C b * q)) :
    Polynomial.aeval raise w f n
      = a * Polynomial.aeval raise p f (n + 1) + b * Polynomial.aeval raise q f (n + 1) := by
  rw [hw, ← Polynomial.smul_eq_C_mul, ← Polynomial.smul_eq_C_mul, map_mul,
    Polynomial.aeval_X, map_add, map_smul, map_smul]
  rfl

/-- At every nonzero separation, `pointChargeR` obeys the Hermite recurrences and the
point-charge seed relation, and its lowest member times the distance is one. -/
theorem pointChargeR_witness (X Y Z : ℝ) (h : X ^ 2 + Y ^ 2 + Z ^ 2 ≠ 0) :
    HermiteRecurrence X Y Z (pointChargeR X Y Z) ∧
      PointChargeSeeds X Y Z (pointChargeR X Y Z) ∧
      pointChargeR X Y Z 0 0 0 0 * √(X ^ 2 + Y ^ 2 + Z ^ 2) = 1 := by
  have hs : 0 < X ^ 2 + Y ^ 2 + Z ^ 2 := lt_of_le_of_ne (by positivity) (Ne.symm h)
  have h0 : ∀ n, pointChargeR X Y Z n 0 0 0 = seed (X ^ 2 + Y ^ 2 + Z ^ 2) n := by
    intro n
    simp [pointChargeR, hermPoly]
  -- the first step of each recurrence is a raising step with one vanishing term
  have one : ∀ (b : ℝ) (q w : Polynomial ℝ) (f : ℕ → ℝ) (n : ℕ),
      w = Polynomial.X * (Polynomial.C b * q) →
      Polynomial.aeval raise w f n = b * Polynomial.aeval raise q f (n + 1) := by
    intro b q w f n hw
    have e := raise_step (a := 0) (b := b) (p := 0) (q := q) (w := w) (f := f) (n := n)
      (by rw [hw, mul_zero, zero_add])
    rw [e, zero_mul, zero_add]
  refine ⟨⟨?_, ?_, ?_, ?_, ?_, ?_⟩, ?_, ?_⟩
  · exact fun n u v => one _ _ _ _ _ (by simp only [hermPoly]; ring)
  · exact fun n t u v => raise_step (by simp only [hermPoly]; ring)
  · exact fun n t v => one _ _ _ _ _ (by simp only [hermPoly]; ring)
  · exact fun n t u v => raise_step (by simp only [hermPoly]; ring)
  · exact fun n t u => one _ _ _ _ _ (by simp only [hermPoly]; ring)
  · exact fun n t u v => raise_step (by simp only [hermPoly]; ring)
  · intro n
    rw [h0, h0, seed, ← mul_assoc]
    congr 1
    rw [neg_mul, mul_div_cancel₀ _ h, neg_neg]
  · rw [h0, seed]
    exact one_div_mul_cancel (Real.sqrt_pos.mpr hs).ne'

end

end HermiteCoulombPointCharge
```

```lean
#print axioms HermiteCoulombPointCharge.laplace_equation
-- 'HermiteCoulombPointCharge.laplace_equation' depends on axioms: [propext, Classical.choice, Quot.sound]
#print axioms HermiteCoulombPointCharge.laplacian_iff_seed_relation
-- 'HermiteCoulombPointCharge.laplacian_iff_seed_relation' depends on axioms: [propext, Classical.choice, Quot.sound]
#print axioms HermiteCoulombPointCharge.field_gradient_xx
-- 'HermiteCoulombPointCharge.field_gradient_xx' depends on axioms: [propext, Classical.choice, Quot.sound]
```

## Identities for a real table, and their link to Gaussian integrals

In Lean, `R n t u v` is $R^n_{tuv}$: a real function of four natural numbers, at a fixed separation. `HermiteRecurrence` contains the three recurrences. Each is split into a first step, such as `x_one`, and a general step, such as `x_step`, so the index $t-1$ never appears. `PointChargeSeeds` is (1). Both are hypotheses on the table; the Boys function and the integrals themselves are absent.

`laplace_equation` states the order-zero trace rule for all $t,u,v$, and `laplacian_ladder` states (2). `laplacian_iff_seed_relation` gives the equivalence at zero Hermite indices without assuming (1), and `field_gradient_xx` gives the diagonal component with the denominators cleared. At zero separation, (1) forces every seed to vanish, and the recurrences then make the whole table zero. The trace rule holds there trivially and says nothing about the singularity of the Coulomb potential.

`euler_relation` is the induction above. Its cases `1` and `t + 2` are the two displayed steps, and the remaining cases treat $u$, $v$ and the base. The names `i` and `j` denote the relation at smaller index sums and order $n+1$, and `termination_by` records that $t+u+v$ decreases. Each `linear_combination` lists the multiples of the known equations that make up the goal and checks the remaining algebra. The trace rule adds three general steps to Euler's relation at order $n+1$; Laplace's equation is its case $n=0$. The equivalence and the field-gradient formula are likewise linear combinations of the equations used in the derivation.

`pointChargeR_witness` shows that the hypotheses have a nonzero solution at every nonzero separation, with $R^0_{000}=1/r$. This normalisation differs from that of the Gaussian integrals: the leading form of $F_0(pr^2)$ is $\sqrt{\pi/(4p)}/r$. The constant factor does not affect the homogeneous linear relations.

The construction starts from `seed`, whose argument $s$ is the squared distance. The operator `raise` sends a sequence $f(n)$ to $f(n+1)$, and `hermPoly` builds one polynomial in this operator for each Hermite index. In these definitions `Polynomial.X` is the polynomial variable, not the separation component $X$. The lemma `raise_step` turns a factor of the variable into an increase of $n$. Polynomials in one operator commute, so lowering one index leaves the factors for the other two unchanged, and all three recurrences hold together. The seed relation follows from the definition of `seed`.

The step from the Gaussian integrals to a point-charge table is the removal of $(-2p)^ne^{-pr^2}$ from the seed relation. How large $pr^2$ must be for that is a question of error analysis, which the theorems leave open. They concern real numbers, so they also give no bound on floating-point cancellation in the recurrences or in the trace.
